# The finite-length Warburg impedance tanh(qL)/(Dq), derived from one-dimensional diffusion with a fixed far-side concentration

Impedance spectra are often fitted with a finite-length Warburg element. In its ideal form for a fixed far-side concentration, its impedance at angular frequency $\omega$ is

$$Z(\omega)=R_d\,\frac{\tanh\sqrt{i\omega\tau}}{\sqrt{i\omega\tau}},\qquad \tau=\frac{L^2}{D},$$

where the diffusion resistance $R_d$ and the time $\tau$ can serve as the fitting parameters. For a linear, one-dimensional film of thickness $L$ with constant diffusion coefficient $D$, this frequency dependence follows from the diffusion equation.

The electrode is at $x=0$, and at $x=L$ the concentration is held at its bulk value. A small alternating flux enters at the electrode, and the concentration deviates from its steady profile by $u(x)e^{i\omega t}$. Fick's second law then gives $Du''=i\omega u$, with $u(L)=0$ and, for unit flux amplitude, $-Du'(0)=1$. The surface amplitude $u(0)$ is the impedance in mass-transfer units, time over length. The code writes `w` for $\omega$, and the text below uses both letters for the same frequency.

In Lean 4 with Mathlib:

```lean
import Mathlib

open Complex Set Filter Topology

namespace FiniteLengthWarburg

noncomputable section
```

## The boundary-value problem

The second-order equation is written as a pair: $u'=g$ and $Dg'=iwu$. In `IsDiffusionMode`, `u` and `g` are complex functions of a real position. `HasDerivWithinAt` on `Icc 0 L` means the derivative within $[0,L]$, which is one-sided at the two ends. Nothing is required of the functions outside the film. The impedance is the value `u 0` of a solution; no formula for it is assumed.

```lean
/-- A diffusion mode on `[0, L]` at angular frequency `w`: the amplitude `u` has gradient `g`,
obeys `D u'' = i w u`, vanishes at `x = L`, and carries unit flux `-D u'(0) = 1`. -/
structure IsDiffusionMode (D L w : ℝ) (u g : ℝ → ℂ) : Prop where
  gradient : ∀ x ∈ Icc 0 L, HasDerivWithinAt u (g x) (Icc 0 L) x
  balance : ∀ x ∈ Icc 0 L, ∃ a : ℂ, HasDerivWithinAt g a (Icc 0 L) x ∧ D * a = I * w * u x
  bulk : u L = 0
  flux : -(D : ℂ) * g 0 = 1
```

## The wave number

Trying $e^{\pm qx}$ in the equation gives $q^2=iw/D$. Since $(1+i)^2=2i$, one root is

$$r=(1+i)\sqrt{\frac{w}{2D}}.$$

```lean
/-- The complex wave number `(1 + i) √(w / 2D)`, for `D > 0` and `w ≥ 0`. -/
def diffusionRoot (D w : ℝ) : ℂ := (1 + I) * ((Real.sqrt (w / (2 * D)) : ℝ) : ℂ)
```

The general solution is $A\sinh(q(L-x))+B\cosh(q(L-x))$. The condition $u(L)=0$ gives $B=0$, and unit flux gives $DqA\cosh(qL)=1$. Hence

$$u(x)=\frac{\sinh(q(L-x))}{Dq\cosh(qL)}.$$

```lean
/-- The amplitude `sinh(q(L-x)) / (D q cosh(qL))`, for `D`, `q` and `cosh(qL)` non-zero. -/
def profile (D L : ℝ) (q : ℂ) (x : ℝ) : ℂ :=
  sinh (q * ((L : ℂ) - x)) / (D * q * cosh (q * L))
```

Its derivative is $g(x)=-\cosh(q(L-x))/(D\cosh(qL))$.

```lean
/-- The gradient `-cosh(q(L-x)) / (D cosh(qL))`, for `D` and `cosh(qL)` non-zero. -/
def profileGradient (D L : ℝ) (q : ℂ) (x : ℝ) : ℂ :=
  -cosh (q * ((L : ℂ) - x)) / (D * cosh (q * L))
```

If $q^2=r^2$, then $(q-r)(q+r)=0$, so $q=\pm r$. For $D,w>0$ the real part of $r$ is $\sqrt{w/2D}>0$, so the condition $\operatorname{Re}q>0$ selects $q=r$. The impedance $\tanh(qL)/(Dq)$ is even in $q$ and doesn't depend on this choice; the comparison with a semi-infinite medium below does.

```lean
/-- For `D, w > 0`, the conditions `q² = i w / D` and `Re q > 0` single out the wave number
`(1 + i) √(w / 2D)`. -/
theorem root_iff {D w : ℝ} {q : ℂ} (hD : 0 < D) (hw : 0 < w) :
    (q ^ 2 = I * w / D ∧ 0 < q.re) ↔ q = diffusionRoot D w := by
  have hs : 0 < Real.sqrt (w / (2 * D)) := Real.sqrt_pos.2 (by positivity)
  have hsq : ((Real.sqrt (w / (2 * D)) : ℝ) : ℂ) ^ 2 = w / (2 * D) := by
    rw [← ofReal_pow, Real.sq_sqrt (by positivity)]
    simp only [ofReal_div, ofReal_mul, ofReal_ofNat]
  have hr2 : diffusionRoot D w ^ 2 = I * w / D := by
    have h1 : (1 + I) ^ 2 = 2 * I := by linear_combination I_sq
    rw [diffusionRoot, mul_pow, hsq, h1]
    ring
  have hre : (diffusionRoot D w).re = Real.sqrt (w / (2 * D)) := by simp [diffusionRoot]
  have hpos : 0 < (diffusionRoot D w).re := by rw [hre]; exact hs
  constructor
  · rintro ⟨h2, hq⟩
    have h : (q - diffusionRoot D w) * (q + diffusionRoot D w) = 0 := by
      linear_combination h2 - hr2
    rcases mul_eq_zero.1 h with h | h
    · exact sub_eq_zero.1 h
    · exfalso
      have h3 := congrArg Complex.re h
      simp only [add_re, zero_re] at h3
      linarith
  · rintro rfl
    exact ⟨hr2, hpos⟩
```

The profile needs $\cosh(qL)\neq0$. If it vanished, then $e^{qL}=-e^{-qL}$. Taking moduli gives $e^{L\operatorname{Re}q}=e^{-L\operatorname{Re}q}$, so $L\operatorname{Re}q=0$, which contradicts $L>0$ and $\operatorname{Re}q>0$.

```lean
/-- For `L > 0` and `Re q > 0`, the factor `cosh(qL)` does not vanish. -/
theorem cosh_ne_zero {L : ℝ} {q : ℂ} (hL : 0 < L) (hq : 0 < q.re) : cosh (q * L) ≠ 0 := by
  intro h
  have h1 : Complex.exp (q * L) = -Complex.exp (-(q * L)) := by
    linear_combination 2 * h - Complex.cosh_add_sinh (q * L) - Complex.cosh_sub_sinh (q * L)
  have h2 : ‖Complex.exp (q * L)‖ = ‖-Complex.exp (-(q * L))‖ := by rw [← h1]
  rw [norm_neg, Complex.norm_exp, Complex.norm_exp, Real.exp_eq_exp, neg_re] at h2
  have h3 : (q * (L : ℂ)).re = q.re * L := by simp
  have h4 := mul_pos hq hL
  linarith
```

## Only one solution

If $f'=kf$ on $[0,L]$, then

$$\left(e^{-kx}f\right)'=e^{-kx}(kf-kf)=0,$$

so $e^{-kx}f(x)=f(0)$, that is, $f(x)=e^{kx}f(0)$.

```lean
/-- On `[0, L]` with `L > 0`, a function with `f' = k f` is `f(x) = exp(kx) f(0)`. -/
theorem exp_growth {L : ℝ} {k : ℂ} {f : ℝ → ℂ} (hL : 0 < L)
    (hf : ∀ x ∈ Icc 0 L, HasDerivWithinAt f (k * f x) (Icc 0 L) x) :
    ∀ x ∈ Icc 0 L, f x = Complex.exp (k * x) * f 0 := by
  -- the product exp(-kx) f(x) has zero derivative
  have hd : ∀ x ∈ Icc 0 L,
      HasDerivWithinAt (fun y : ℝ => Complex.exp (-(k * y)) * f y) 0 (Icc 0 L) x := by
    intro x hx
    have hl : HasDerivAt (fun y : ℝ => -(k * (y : ℂ))) (-k) x :=
      ((hasDerivAt_id x).ofReal_comp.const_mul k).fun_neg.congr_deriv (by simp)
    have he : HasDerivAt (fun y : ℝ => Complex.exp (-(k * y)))
        (Complex.exp (-(k * x)) * (-k)) x :=
      (Complex.hasDerivAt_exp (-(k * (x : ℂ)))).comp x hl
    exact (he.hasDerivWithinAt.mul (hf x hx)).congr_deriv (by ring)
  intro x hx
  have hc := constant_of_derivWithin_zero (fun y hy => (hd y hy).differentiableWithinAt)
    (fun y hy => (hd y (Ico_subset_Icc_self hy)).derivWithin
      (uniqueDiffOn_Icc hL y (Ico_subset_Icc_self hy))) x hx
  simp only [ofReal_zero, mul_zero, neg_zero, Complex.exp_zero, one_mul] at hc
  have e : Complex.exp (k * x) * Complex.exp (-(k * x)) = 1 := by
    rw [← Complex.exp_add, add_neg_cancel, Complex.exp_zero]
  linear_combination Complex.exp (k * x) * hc - f x * e
```

Take two solutions and let $U$ and $G$ be the differences of their amplitudes and gradients. Then $U'=G$ and $G'=q^2U$. For $s=\pm q$,

$$(G+sU)'=s^2U+sG=s(G+sU),$$

so each combination grows as $e^{sx}$. Both solutions carry the same flux, hence $G(0)=0$ and

$$G(x)+sU(x)=e^{sx}\,s\,U(0).$$

At $x=L$, where $U(L)=0$, the two signs give $G(L)=qe^{qL}U(0)$ and $G(L)=-qe^{-qL}U(0)$. Subtracting them gives $2q\cosh(qL)\,U(0)=0$, so $U(0)=0$. Now $G+qU=0$ and $G-qU=0$ throughout the film, and therefore $U=G=0$.

In the code, `grow` is the growth law for both signs and `hz` is the equation at $x=L$. The letter `k`, a growth constant in the previous lemma, here names the second solution's gradient.

```lean
/-- For `D, L, w > 0`, two diffusion modes have the same amplitude and gradient on `[0, L]`. -/
theorem mode_unique {D L w : ℝ} {u g v k : ℝ → ℂ} (hD : 0 < D) (hL : 0 < L) (hw : 0 < w)
    (h1 : IsDiffusionMode D L w u g) (h2 : IsDiffusionMode D L w v k) :
    ∀ x ∈ Icc 0 L, u x = v x ∧ g x = k x := by
  obtain ⟨q, hq2, hq⟩ : ∃ q : ℂ, q ^ 2 = I * w / D ∧ 0 < q.re :=
    ⟨diffusionRoot D w, (root_iff hD hw).2 rfl⟩
  have hD' : (D : ℂ) ≠ 0 := ofReal_ne_zero.2 hD.ne'
  have hq0 : q ≠ 0 := fun h => by simp [h] at hq
  have hDq : (D : ℂ) * q ^ 2 = I * w := by rw [hq2]; field_simp
  -- for s = q and s = -q the combination g + s u of the difference grows as exp(s x)
  have grow : ∀ s : ℂ, (D : ℂ) * s ^ 2 = I * w → ∀ x ∈ Icc 0 L,
      (g x - k x) + s * (u x - v x) =
        Complex.exp (s * x) * ((g 0 - k 0) + s * (u 0 - v 0)) := by
    intro s hs
    refine exp_growth (f := fun y => (g y - k y) + s * (u y - v y)) hL ?_
    intro x hx
    obtain ⟨a, ha, ha'⟩ := h1.balance x hx
    obtain ⟨b, hb, hb'⟩ := h2.balance x hx
    refine ((ha.sub hb).add
      (((h1.gradient x hx).sub (h2.gradient x hx)).const_mul s)).congr_deriv ?_
    change a - b + s * (g x - k x) = s * ((g x - k x) + s * (u x - v x))
    apply mul_left_cancel₀ hD'
    linear_combination ha' - hb' - (u x - v x) * hs
  have hDm : (D : ℂ) * (-q) ^ 2 = I * w := by rw [neg_sq]; exact hDq
  have hg0 : g 0 = k 0 := mul_left_cancel₀ (neg_ne_zero.2 hD') (h1.flux.trans h2.flux.symm)
  have hp := grow q hDq L (right_mem_Icc.2 hL.le)
  have hm := grow (-q) hDm L (right_mem_Icc.2 hL.le)
  rw [h1.bulk, h2.bulk, hg0] at hp hm
  simp only [neg_mul] at hm
  -- the boundary conditions leave cosh(qL) q (u(0) - v(0)) = 0
  have hz : cosh (q * L) * (q * (u 0 - v 0)) = 0 := by
    linear_combination (hm - hp) / 2 + (q * (u 0 - v 0)) / 2 *
      (Complex.cosh_add_sinh (q * L) + Complex.cosh_sub_sinh (q * L))
  have hd : u 0 - v 0 = 0 :=
    (mul_eq_zero.1 ((mul_eq_zero.1 hz).resolve_left (cosh_ne_zero hL hq))).resolve_left hq0
  intro x hx
  have hpx := grow q hDq x hx
  have hmx := grow (-q) hDm x hx
  rw [hg0, hd, sub_self, mul_zero, add_zero, mul_zero] at hpx hmx
  have hU : q * (u x - v x) = 0 := by linear_combination (hpx - hmx) / 2
  exact ⟨sub_eq_zero.1 ((mul_eq_zero.1 hU).resolve_left hq0),
    by linear_combination (hpx + hmx) / 2⟩
```

## The profile and its surface value

Differentiating the profile gives $u'=g$, and differentiating again gives

$$g'=\frac{q\sinh(q(L-x))}{D\cosh(qL)}=q^2u.$$

Since $Dq^2=iw$, this is $Dg'=iwu$. At the ends, $\sinh0=0$ gives $u(L)=0$, and $-Dg(0)=\cosh(qL)/\cosh(qL)=1$.

```lean
/-- For `D, L > 0`, `q² = i w / D` and `Re q > 0`, the hyperbolic profile is a diffusion mode. -/
theorem profile_isMode {D L w : ℝ} {q : ℂ} (hD : 0 < D) (hL : 0 < L)
    (hq2 : q ^ 2 = I * w / D) (hq : 0 < q.re) :
    IsDiffusionMode D L w (profile D L q) (profileGradient D L q) := by
  have hD' : (D : ℂ) ≠ 0 := ofReal_ne_zero.2 hD.ne'
  have hq0 : q ≠ 0 := fun h => by simp [h] at hq
  have hC := cosh_ne_zero hL hq
  have n1 : (D : ℂ) * q * cosh (q * L) ≠ 0 := mul_ne_zero (mul_ne_zero hD' hq0) hC
  have n2 : (D : ℂ) * cosh (q * L) ≠ 0 := mul_ne_zero hD' hC
  have hDq : (D : ℂ) * q ^ 2 = I * w := by rw [hq2]; field_simp
  have hl : ∀ x : ℝ, HasDerivAt (fun z : ℂ => q * ((L : ℂ) - z)) (-q) (x : ℂ) := fun x =>
    (((hasDerivAt_id (x : ℂ)).const_sub (L : ℂ)).const_mul q).congr_deriv (by simp)
  refine ⟨fun x _ => ?_, fun x _ => ⟨q ^ 2 * profile D L q x, ?_, ?_⟩, ?_, ?_⟩
  · have hs : HasDerivAt (fun y : ℝ => sinh (q * ((L : ℂ) - y)))
        (cosh (q * ((L : ℂ) - x)) * (-q)) x := by
      have h0 := (hl x).csinh.comp_ofReal
      exact h0
    refine ((hs.div_const (D * q * cosh (q * L))).congr_deriv ?_).hasDerivWithinAt
    rw [profileGradient, div_eq_div_iff n1 n2]
    ring
  · have hc : HasDerivAt (fun y : ℝ => cosh (q * ((L : ℂ) - y)))
        (sinh (q * ((L : ℂ) - x)) * (-q)) x := by
      have h0 := (hl x).ccosh.comp_ofReal
      exact h0
    refine ((hc.fun_neg.div_const (D * cosh (q * L))).congr_deriv ?_).hasDerivWithinAt
    rw [profile, ← mul_div_assoc, div_eq_div_iff n2 n1]
    ring
  · linear_combination profile D L q x * hDq
  · simp [profile]
  · simp only [profileGradient, ofReal_zero, sub_zero]
    rw [← mul_div_assoc, div_eq_one_iff_eq n2]
    ring
```

At $x=0$ the profile equals

$$u(0)=\frac{\sinh(qL)}{Dq\cosh(qL)}=\frac{\tanh(qL)}{Dq}.$$

Since $(qL)^2=iw\tau$ with $\tau=L^2/D$, this is $L/D$ times $\tanh\sqrt{iw\tau}/\sqrt{iw\tau}$, the frequency dependence in the opening formula. The theorem says that the profile is a solution, that every solution equals it on $[0,L]$, and that every solution has this surface value. To reach an electrical impedance one also needs Faraday's law between flux and current, and a linearised relation between surface concentration and potential. These supply the constant factor contained in $R_d$ and are not part of the theorem.

```lean
/-- Finite-length Warburg impedance: for `D, L, w > 0`, `q² = i w / D` and `Re q > 0`, the
hyperbolic profile solves the diffusion problem, every solution agrees with it on `[0, L]`, and
`u(0) = tanh(qL) / (D q)`. -/
theorem warburg_impedance {D L w : ℝ} {q : ℂ} (hD : 0 < D) (hL : 0 < L) (hw : 0 < w)
    (hq2 : q ^ 2 = I * w / D) (hq : 0 < q.re) :
    IsDiffusionMode D L w (profile D L q) (profileGradient D L q) ∧
    ∀ u g : ℝ → ℂ, IsDiffusionMode D L w u g →
      (∀ x ∈ Icc 0 L, u x = profile D L q x) ∧ u 0 = tanh (q * L) / (D * q) := by
  have hm := profile_isMode hD hL hq2 hq
  refine ⟨hm, fun u g hu => ?_⟩
  have h := mode_unique hD hL hw hu hm
  refine ⟨fun x hx => (h x hx).1, ?_⟩
  rw [(h 0 (left_mem_Icc.2 hL.le)).1, Complex.tanh_eq_sinh_div_cosh]
  simp only [profile, ofReal_zero, sub_zero]
  ring
```

## Low frequency: the steady resistance

Write

$$u(0)=\frac{\sinh(qL)/q}{D\cosh(qL)}.$$

As $w\to0^+$, $q\to0$ without being zero. The numerator tends to the derivative of $\sinh(zL)$ at $z=0$, which is $L$, and the denominator tends to $D$. The limit $L/D$ is the resistance of the film to steady diffusion.

In the statement, `u` and `g` are families with one solution for each $w>0$, and `𝓝[>] 0` means approach from above. The proof takes the numerator as a difference quotient (`slope`) and composes the limits with $q(w)$.

```lean
/-- For `D, L > 0`, the impedance `u(0)` of the diffusion modes tends to the resistance `L / D`
as the frequency tends to zero from above. -/
theorem low_frequency_limit {D L : ℝ} {u g : ℝ → ℝ → ℂ} (hD : 0 < D) (hL : 0 < L)
    (hu : ∀ w, 0 < w → IsDiffusionMode D L w (u w) (g w)) :
    Tendsto (fun w => u w 0) (𝓝[>] 0) (𝓝 ((L : ℂ) / D)) := by
  have hD' : (D : ℂ) ≠ 0 := ofReal_ne_zero.2 hD.ne'
  -- sinh(zL)/z tends to L, and D cosh(zL) tends to D
  have hder : HasDerivAt (fun z : ℂ => sinh (z * L)) (L : ℂ) 0 :=
    ((hasDerivAt_id (0 : ℂ)).mul_const (L : ℂ)).csinh.congr_deriv (by simp)
  have hsl := hasDerivAt_iff_tendsto_slope.1 hder
  have hc : Continuous (fun z : ℂ => (D : ℂ) * cosh (z * L)) :=
    continuous_const.mul (Complex.continuous_cosh.comp (continuous_id.mul continuous_const))
  have hcosh : Tendsto (fun z : ℂ => (D : ℂ) * cosh (z * L)) (𝓝[≠] 0) (𝓝 (D : ℂ)) :=
    (hc.tendsto' 0 (D : ℂ) (by simp)).mono_left nhdsWithin_le_nhds
  have hcont : Continuous (diffusionRoot D) :=
    continuous_const.mul (Complex.continuous_ofReal.comp
      (Real.continuous_sqrt.comp (continuous_id.div_const _)))
  have hroot : Tendsto (diffusionRoot D) (𝓝[>] 0) (𝓝[≠] 0) := by
    refine tendsto_nhdsWithin_iff.2
      ⟨(hcont.tendsto' 0 0 (by simp [diffusionRoot])).mono_left nhdsWithin_le_nhds, ?_⟩
    filter_upwards [self_mem_nhdsWithin] with w hw
    intro h0
    have h := ((root_iff (q := diffusionRoot D w) hD hw).2 rfl).2
    rw [Set.mem_singleton_iff.1 h0] at h
    simp at h
  refine ((hsl.div hcosh hD').comp hroot).congr' ?_
  filter_upwards [self_mem_nhdsWithin] with w hw
  obtain ⟨h2, hq⟩ := (root_iff (q := diffusionRoot D w) hD hw).2 rfl
  rw [((warburg_impedance hD hL hw h2 hq).2 _ _ (hu w hw)).2, Complex.tanh_eq_sinh_div_cosh]
  simp only [Function.comp_apply, Pi.div_apply, slope_def_field, zero_mul, Complex.sinh_zero,
    sub_zero]
  ring
```

## High frequency: the semi-infinite law

A semi-infinite medium has the Warburg impedance $1/(Dq)$. With $z=qL$, the ratio of the film's impedance to this value is $Dq\,u(0)=\tanh z$, and

$$\tanh z-1=\frac{-2e^{-z}}{e^z+e^{-z}}=\frac{-2}{e^{2z}+1}.$$

Since $|e^{2z}+1|\ge e^{2L\operatorname{Re}q}-1>0$,

$$|Dq\,u(0)-1|\le\frac{2}{e^{2L\operatorname{Re}q}-1}.$$

The bound is small once $L\operatorname{Re}q=L\sqrt{w/2D}$ is well above one. In the code, `key` is the identity multiplied out, and `hl` is the reverse triangle inequality.

```lean
/-- For `D, L, w > 0`, `q² = i w / D` and `Re q > 0`, the impedance relative to the semi-infinite
Warburg value `1 / (D q)` differs from one by at most `2 / (exp(2 L Re q) - 1)`. -/
theorem semi_infinite_bound {D L w : ℝ} {q : ℂ} {u g : ℝ → ℂ} (hD : 0 < D) (hL : 0 < L)
    (hw : 0 < w) (hq2 : q ^ 2 = I * w / D) (hq : 0 < q.re) (hu : IsDiffusionMode D L w u g) :
    ‖D * q * u 0 - 1‖ ≤ 2 / (Real.exp (2 * L * q.re) - 1) := by
  have hD' : (D : ℂ) ≠ 0 := ofReal_ne_zero.2 hD.ne'
  have hq0 : q ≠ 0 := fun h => by simp [h] at hq
  have hC := cosh_ne_zero hL hq
  have hT : D * q * u 0 * cosh (q * L) = sinh (q * L) := by
    rw [((warburg_impedance hD hL hw hq2 hq).2 u g hu).2, Complex.tanh_eq_sinh_div_cosh]
    field_simp
  have e2 : Complex.exp (2 * (q * L)) = Complex.exp (q * L) * Complex.exp (q * L) := by
    rw [← Complex.exp_add, two_mul]
  -- (tanh z - 1)(exp(2z) + 1) = -2
  have key : (D * q * u 0 - 1) * (Complex.exp (2 * (q * L)) + 1) = -2 := by
    have hE : Complex.exp (2 * (q * L)) + 1 =
        2 * cosh (q * L) * (cosh (q * L) + sinh (q * L)) := by
      rw [e2, ← Complex.cosh_add_sinh]
      linear_combination -Complex.cosh_sq_sub_sinh_sq (q * L)
    rw [hE]
    linear_combination 2 * (cosh (q * L) + sinh (q * L)) * hT
      - 2 * Complex.cosh_sq_sub_sinh_sq (q * L)
  have hn : ‖D * q * u 0 - 1‖ * ‖Complex.exp (2 * (q * L)) + 1‖ = 2 := by
    rw [← norm_mul, key]
    norm_num
  have hre : (2 * (q * (L : ℂ))).re = 2 * L * q.re := by
    simp
    ring
  have hl : Real.exp (2 * L * q.re) - 1 ≤ ‖Complex.exp (2 * (q * L)) + 1‖ := by
    have h := norm_sub_norm_le (Complex.exp (2 * (q * L))) (-1)
    rw [norm_neg, norm_one, sub_neg_eq_add, Complex.norm_exp, hre] at h
    exact h
  have hpos : 0 < 2 * L * q.re := by positivity
  have hp : 0 < Real.exp (2 * L * q.re) - 1 := by
    linarith [Real.add_one_le_exp (2 * L * q.re)]
  rw [le_div_iff₀ hp]
  exact (mul_le_mul_of_nonneg_left hl (norm_nonneg _)).trans hn.le

end

end FiniteLengthWarburg
```

```lean
#print axioms FiniteLengthWarburg.warburg_impedance
-- 'FiniteLengthWarburg.warburg_impedance' depends on axioms: [propext, Classical.choice, Quot.sound]
#print axioms FiniteLengthWarburg.low_frequency_limit
-- 'FiniteLengthWarburg.low_frequency_limit' depends on axioms: [propext, Classical.choice, Quot.sound]
#print axioms FiniteLengthWarburg.semi_infinite_bound
-- 'FiniteLengthWarburg.semi_infinite_bound' depends on axioms: [propext, Classical.choice, Quot.sound]
```

## A film at ωτ = 2

Take $D=10^{-5}\ \mathrm{cm^2/s}$ and $L=10^{-2}\ \mathrm{cm}$, so that $\tau=10\ \mathrm{s}$ and $L/D=1000\ \mathrm{s/cm}$. At $w=0.2\ \mathrm{s^{-1}}$, $qL=\sqrt{2i}=1+i$. Then

$$\tanh(1+i)=\frac{\sinh2+i\sin2}{\cosh2+\cos2}\approx1.084+0.272\,i.$$

Dividing by $1+i$ and multiplying by $L/D$ gives $u(0)\approx(678-406\,i)\ \mathrm{s/cm}$. The real part is already about two thirds of the steady resistance. The relative deviation from the semi-infinite value is $|\tanh(1+i)-1|\approx0.284$, within the bound $2/(e^2-1)\approx0.313$.

In a fit with the formula for $Z(\omega)$ above, the element's impedance is $R_d$ times the same complex number, $\tanh(1+i)/(1+i)\approx0.678-0.406\,i$, at the frequency where the trial value of $\tau$ gives $\omega\tau=2$.
